# Second-order energy by quadrature for a positive density on a finite interval

Q: Before I can judge the statement I need its conventions. What are the state, the perturbation and the units?

A: One particle moves on $[a,b]$ with $a<b$, in atomic units, so the kinetic energy is $-\tfrac12\,d^2/dx^2$. The unperturbed state $\psi$ is real and enters through its density $\rho=\psi^2$. The perturbation is a function $V(x)$, assumed continuous on $[a,b]$ throughout.

```lean
import Mathlib

open Set MeasureTheory

namespace DalgarnoLewis

noncomputable section
```

The density must be continuous, normalised and strictly positive, endpoints included.

```lean
/-- A continuous, strictly positive probability density on the interval `[a, b]`. -/
structure NormalizedDensity (a b : ℝ) (ρ : ℝ → ℝ) : Prop where
  lt : a < b
  cont : ContinuousOn ρ (Icc a b)
  pos : ∀ x ∈ Icc a b, 0 < ρ x
  norm : (∫ x in a..b, ρ x) = 1
```

The first-order energy is $E_1=\int_a^b V\rho\,dx$, and $C(x)=\int_a^x (V-E_1)\rho\,dt$ accumulates the deviation of $V$ from its mean. In Lean these are `firstOrderEnergy` and `cumulative`.

```lean
/-- The first-order energy: the mean of the perturbation `V` in the density `ρ`. -/
def firstOrderEnergy (a b : ℝ) (ρ V : ℝ → ℝ) : ℝ := ∫ x in a..b, V x * ρ x

/-- The integral of `(V - E₁) ρ` from the left end `a` up to `x`. -/
def cumulative (a b : ℝ) (ρ V : ℝ → ℝ) (x : ℝ) : ℝ :=
  ∫ t in a..x, (V t - firstOrderEnergy a b ρ V) * ρ t
```

Q: Where is the first-order state?

A: It is written as $f\psi$. The predicate `IsSolution` says that $f$ is continuous on $[a,b]$ and that $f'=2C/\rho$ in the interior. This fixes $f$ up to an additive constant, which only adds a multiple of $\psi$ to the first-order state.

```lean
/-- The factor `f` solves the once-integrated Dalgarno-Lewis equation `f' = 2 C / ρ`. -/
structure IsSolution (a b : ℝ) (ρ V f : ℝ → ℝ) : Prop where
  cont : ContinuousOn f (Icc a b)
  deriv : ∀ x ∈ Ioo a b, HasDerivAt f (2 * cumulative a b ρ V x / ρ x) x
```

The second-order energy is then the matrix element $E_2=\langle\psi|V-E_1|f\psi\rangle=\int_a^b (V-E_1)f\rho\,dx$.

```lean
/-- The matrix element of `V - E₁` between the unperturbed state `ψ` and `f ψ`,
where `ρ = ψ²`. -/
def secondOrderEnergy (a b : ℝ) (ρ V f : ℝ → ℝ) : ℝ :=
  ∫ x in a..b, (V x - firstOrderEnergy a b ρ V) * f x * ρ x
```

For a trial factor $g$ there is also the Hylleraas functional $L[g]=\tfrac12\int_a^b\rho\,g'^2\,dx+2\int_a^b(V-E_1)g\rho\,dx$. Lean takes `g` and `g'` as separate functions, and the theorems link them by a derivative hypothesis.

```lean
/-- The Hylleraas functional of a trial factor `g` with derivative `g'`. -/
def hylleraas (a b : ℝ) (ρ V g g' : ℝ → ℝ) : ℝ :=
  1 / 2 * (∫ x in a..b, ρ x * g' x ^ 2) + 2 * secondOrderEnergy a b ρ V g
```

Q: The equation $f'=2C/\rho$ looks put in by hand. How does it follow from perturbation theory?

A: Let $U$ be the unperturbed potential and $E_0$ the unperturbed energy. The first-order equation for $\varphi=f\psi$ is
$$-\tfrac12\varphi''+(U-E_0)\varphi=-(V-E_1)\psi .$$
Since $-\tfrac12\psi''+(U-E_0)\psi=0$, the terms proportional to $f$ cancel, which leaves $\tfrac12 f''\psi+f'\psi'=(V-E_1)\psi$. Multiplying by $2\psi$ gives
$$(\rho f')'=2(V-E_1)\rho .$$
Integrating from $a$, with $\rho f'=0$ there, gives $\rho f'=2C$.

Q: And the energy formula?

A: Normalisation gives $C(b)=\int V\rho-E_1\int\rho=0$, and $C(a)=0$ by definition. Because $C'=(V-E_1)\rho$, integration by parts gives, for any $g$ with continuous derivative,
$$\int_a^b(V-E_1)g\rho\,dx=\big[Cg\big]_a^b-\int_a^b Cg'\,dx=-\int_a^b Cg'\,dx .$$
Setting $g=f$ and $g'=2C/\rho$ gives
$$E_2=-2\int_a^b\frac{C^2}{\rho}\,dx .$$
For a single particle on a finite interval, with a density that is positive up to the ends and with $\rho f'=0$ there, the second-order energy thus follows from $\rho$ and $V$ by integration, without a sum over excited states.

Q: Show me where Lean uses normalisation.

A: In the first lemma. It splits the integral of $(V-E)\rho$ for a general constant $E$, uses `h.norm`, and then sets $E=E_1$.

```lean
variable {a b : ℝ} {ρ V f g g' : ℝ → ℝ}

/-- The integral of `(V - E₁) ρ` over the whole interval vanishes. -/
theorem cumulative_right (h : NormalizedDensity a b ρ) (hV : ContinuousOn V (Icc a b)) :
    cumulative a b ρ V b = 0 := by
  have h1 : IntervalIntegrable (fun x => V x * ρ x) volume a b :=
    (hV.mul h.cont).intervalIntegrable_of_Icc h.lt.le
  have h2 : IntervalIntegrable ρ volume a b := h.cont.intervalIntegrable_of_Icc h.lt.le
  have e : ∀ E : ℝ, (∫ t in a..b, (V t - E) * ρ t) = (∫ t in a..b, V t * ρ t) - E := by
    intro E
    simp_rw [sub_mul]
    rw [intervalIntegral.integral_sub h1 (h2.const_mul E),
      intervalIntegral.integral_const_mul, h.norm, mul_one]
  unfold cumulative
  rw [e, firstOrderEnergy, sub_self]
```

The next two lemmas supply $C'=(V-E_1)\rho$ in the interior, by the fundamental theorem of calculus, and the continuity of $C$ up to the endpoints.

```lean
/-- Inside the interval, `C' = (V - E₁) ρ`. -/
theorem hasDerivAt_cumulative (h : NormalizedDensity a b ρ) (hV : ContinuousOn V (Icc a b))
    {x : ℝ} (hx : x ∈ Ioo a b) :
    HasDerivAt (cumulative a b ρ V) ((V x - firstOrderEnergy a b ρ V) * ρ x) x := by
  have hc : ContinuousOn (fun t => (V t - firstOrderEnergy a b ρ V) * ρ t) (Icc a b) :=
    (hV.sub continuousOn_const).mul h.cont
  exact intervalIntegral.integral_hasDerivAt_right
    ((hc.mono (Icc_subset_Icc_right hx.2.le)).intervalIntegrable_of_Icc hx.1.le)
    ((hc.mono Ioo_subset_Icc_self).stronglyMeasurableAtFilter isOpen_Ioo x hx)
    (hc.continuousAt (Icc_mem_nhds hx.1 hx.2))

/-- `C` is continuous on the closed interval. -/
theorem continuousOn_cumulative (h : NormalizedDensity a b ρ)
    (hV : ContinuousOn V (Icc a b)) : ContinuousOn (cumulative a b ρ V) (Icc a b) := by
  have hc : ContinuousOn (fun t => (V t - firstOrderEnergy a b ρ V) * ρ t) (Icc a b) :=
    (hV.sub continuousOn_const).mul h.cont
  have hi : IntegrableOn (fun t => (V t - firstOrderEnergy a b ρ V) * ρ t) (uIcc a b) := by
    rw [uIcc_of_le h.lt.le]
    exact hc.integrableOn_Icc
  have := intervalIntegral.continuousOn_primitive_interval hi
  rwa [uIcc_of_le h.lt.le] at this
```

For the integration by parts, Lean integrates the derivative of the product $Cg$. The two boundary values vanish, and `linarith` rearranges what remains.

```lean
/-- For any trial factor `g`, the integral of `(V - E₁) g ρ` is minus that of `C g'`. -/
theorem coupling_by_parts (h : NormalizedDensity a b ρ) (hV : ContinuousOn V (Icc a b))
    (hg : ContinuousOn g (Icc a b)) (hg' : ContinuousOn g' (Icc a b))
    (hd : ∀ x ∈ Ioo a b, HasDerivAt g (g' x) x) :
    secondOrderEnergy a b ρ V g = -∫ x in a..b, cumulative a b ρ V x * g' x := by
  have hC := continuousOn_cumulative h hV
  have i1 : IntervalIntegrable
      (fun x => (V x - firstOrderEnergy a b ρ V) * g x * ρ x) volume a b :=
    (((hV.sub continuousOn_const).mul hg).mul h.cont).intervalIntegrable_of_Icc h.lt.le
  have i2 : IntervalIntegrable (fun x => cumulative a b ρ V x * g' x) volume a b :=
    (hC.mul hg').intervalIntegrable_of_Icc h.lt.le
  have key := intervalIntegral.integral_eq_sub_of_hasDerivAt_of_le
    (f := fun x => cumulative a b ρ V x * g x)
    (f' := fun x => (V x - firstOrderEnergy a b ρ V) * g x * ρ x
      + cumulative a b ρ V x * g' x) h.lt.le (hC.mul hg)
    (fun x hx => ((hasDerivAt_cumulative h hV hx).fun_mul (hd x hx)).congr_deriv (by ring))
    (i1.add i2)
  -- both boundary terms vanish
  have h0 : cumulative a b ρ V a = 0 := intervalIntegral.integral_same
  rw [intervalIntegral.integral_add i1 i2, cumulative_right h hV, h0] at key
  unfold secondOrderEnergy
  linarith
```

The main theorem applies this to $f$. Positivity of $\rho$ makes $2C/\rho$ continuous on the closed interval, as the previous lemma requires.

```lean
/-- The second-order energy by quadrature: the integral of `(V - E₁) f ρ` equals `-2` times
the integral of `C² / ρ`. -/
theorem secondOrderEnergy_eq (h : NormalizedDensity a b ρ) (hV : ContinuousOn V (Icc a b))
    (hf : IsSolution a b ρ V f) :
    secondOrderEnergy a b ρ V f = -2 * ∫ x in a..b, cumulative a b ρ V x ^ 2 / ρ x := by
  have hq : ContinuousOn (fun x => 2 * cumulative a b ρ V x / ρ x) (Icc a b) :=
    (continuousOn_const.mul (continuousOn_cumulative h hV)).div h.cont
      (fun x hx => (h.pos x hx).ne')
  rw [coupling_by_parts h hV hf.cont hq hf.deriv, neg_mul,
    ← intervalIntegral.integral_const_mul]
  congr 2
  funext x
  ring
```

Q: Does anything fail if the density is not normalised?

A: Yes. Take $\rho=2$ and $V=1$ on $[0,1]$. Then $E_1=2$, $C=-2x$ and $f'=-2x$, so $f=-x^2$ is allowed. The left side is $\int_0^1(-1)(-x^2)\,2\,dx=\tfrac23$, while the right side is $-2\int_0^1 2x^2\,dx=-\tfrac43$. The boundary term at $b$ has survived.

Q: The main theorem mentions no Schrödinger equation. What entitles you to speak of a first-order state?

A: A separate theorem. It assumes that $\psi$ satisfies the unperturbed equation in the interior and concludes that $\varphi=f\psi$ satisfies the first-order one. By hand, $\varphi'=f\psi'+2C/\psi$. On differentiating again, the terms $f'\psi'=2C\psi'/\psi^2$ and $-2C\psi'/\psi^2$ cancel, so
$$\varphi''=2(U-E_0)f\psi+2(V-E_1)\psi .$$
Lean states both derivatives; the product and quotient rules produce them, and `field_simp` and `ring` do the cancellation.

```lean
/-- If `ψ` solves the Schrödinger equation `-ψ''/2 + U ψ = E₀ ψ`, then `φ = f ψ` solves the
first-order equation `-φ''/2 + (U - E₀) φ = -(V - E₁) ψ`, written here for `φ''`. -/
theorem first_order_equation {ψ ψ' U : ℝ → ℝ} {E₀ : ℝ}
    (h : NormalizedDensity a b (fun x => ψ x ^ 2)) (hV : ContinuousOn V (Icc a b))
    (hψ : ∀ x ∈ Ioo a b, HasDerivAt ψ (ψ' x) x)
    (hS : ∀ x ∈ Ioo a b, HasDerivAt ψ' (2 * (U x - E₀) * ψ x) x)
    (hf : IsSolution a b (fun x => ψ x ^ 2) V f) {x : ℝ} (hx : x ∈ Ioo a b) :
    let E₁ := firstOrderEnergy a b (fun x => ψ x ^ 2) V
    let φ' := fun y => f y * ψ' y + 2 * cumulative a b (fun x => ψ x ^ 2) V y / ψ y
    HasDerivAt (fun y => f y * ψ y) (φ' x) x ∧
      HasDerivAt φ' (2 * ((U x - E₀) * (f x * ψ x) + (V x - E₁) * ψ x)) x := by
  intro E₁ φ'
  have hne : ψ x ≠ 0 := by
    intro h0
    have := h.pos x (Ioo_subset_Icc_self hx)
    simp [h0] at this
  constructor
  · refine ((hf.deriv x hx).fun_mul (hψ x hx)).congr_deriv ?_
    simp only [φ']
    field_simp
    ring
  · refine (((hf.deriv x hx).fun_mul (hS x hx)).fun_add
      (((hasDerivAt_cumulative h hV hx).const_mul 2).fun_div (hψ x hx) hne)).congr_deriv ?_
    simp only [E₁]
    field_simp
    ring
```

Q: Which boundary conditions does that describe?

A: Since $C$ vanishes at both ends, $f'$ tends to zero there. If $\psi$ satisfies $\psi'=\kappa\psi$ at an end, then $\varphi=f\psi$ satisfies $\varphi'=\kappa\varphi$ there with the same $\kappa$. Periodic boundary conditions are not covered: $f(a)$ and $f(b)$ can differ, and then $f\psi$ is not periodic even if $\psi$ is. Hard walls, where $\psi=0$, and states with nodes are excluded by the positivity of $\rho$; unbounded intervals are excluded because $a$ and $b$ are real numbers. The name `secondOrderEnergy` denotes the matrix element: the file does not expand an eigenvalue in powers of a coupling strength. It also takes $f$ as given, although integrating $2C/\rho$ produces one.

Q: Would it not be more faithful to start from the second-order differential equation?

A: That is a sensible alternative: assume $(\rho f')'=2(V-E_1)\rho$ instead of its integrated form. The boundary condition would then have to be a visible hypothesis. Without it, $\rho f'=2C+k$ for some constant $k$, and the same integration by parts gives $-2\int C^2/\rho\,dx-k\int C/\rho\,dx$. The present definition builds in $k=0$.

Q: What if I have only an approximate $f$?

A: Then the Hylleraas functional gives an upper bound. Integration by parts turns it into $L[g]=\tfrac12\int\rho g'^2\,dx-2\int Cg'\,dx$, and completing the square gives
$$L[g]-E_2=\tfrac12\int_a^b\rho\Big(g'-\frac{2C}{\rho}\Big)^2dx\ \ge 0 .$$
The trial factor needs a continuous derivative but no boundary condition. In Lean, `key` is the non-negativity of this integral, with the square expanded. The second half of the theorem inserts $g'=2C/\rho$ and finds $L[f]=E_2$.

```lean
/-- Hylleraas principle: every trial factor `g` gives an upper bound to the second-order
energy, and the solution `f` attains it. -/
theorem hylleraas_principle (h : NormalizedDensity a b ρ) (hV : ContinuousOn V (Icc a b))
    (hf : IsSolution a b ρ V f) (hg : ContinuousOn g (Icc a b))
    (hg' : ContinuousOn g' (Icc a b)) (hd : ∀ x ∈ Ioo a b, HasDerivAt g (g' x) x) :
    secondOrderEnergy a b ρ V f ≤ hylleraas a b ρ V g g' ∧
      hylleraas a b ρ V f (fun x => 2 * cumulative a b ρ V x / ρ x)
        = secondOrderEnergy a b ρ V f := by
  have hC := continuousOn_cumulative h hV
  constructor
  · have c1 : ContinuousOn (fun x => 1 / 2 * (ρ x * g' x ^ 2)) (Icc a b) :=
      continuousOn_const.mul (h.cont.mul (hg'.pow 2))
    have c2 : ContinuousOn (fun x => 2 * (cumulative a b ρ V x * g' x)) (Icc a b) :=
      continuousOn_const.mul (hC.mul hg')
    have c3 : ContinuousOn (fun x => 2 * (cumulative a b ρ V x ^ 2 / ρ x)) (Icc a b) :=
      continuousOn_const.mul ((hC.pow 2).div h.cont (fun x hx => (h.pos x hx).ne'))
    have c12 : ContinuousOn (fun x => 1 / 2 * (ρ x * g' x ^ 2)
        - 2 * (cumulative a b ρ V x * g' x)) (Icc a b) := c1.sub c2
    -- the difference of the two sides is the integral of a square
    have key : 0 ≤ ∫ x in a..b, (1 / 2 * (ρ x * g' x ^ 2)
        - 2 * (cumulative a b ρ V x * g' x) + 2 * (cumulative a b ρ V x ^ 2 / ρ x)) := by
      refine intervalIntegral.integral_nonneg h.lt.le fun x hx => ?_
      have hp := h.pos x hx
      have hne := hp.ne'
      have e : 1 / 2 * (ρ x * g' x ^ 2) - 2 * (cumulative a b ρ V x * g' x)
          + 2 * (cumulative a b ρ V x ^ 2 / ρ x)
          = ρ x / 2 * (g' x - 2 * cumulative a b ρ V x / ρ x) ^ 2 := by
        field_simp
        ring
      rw [e]
      positivity
    rw [intervalIntegral.integral_add (c12.intervalIntegrable_of_Icc h.lt.le)
        (c3.intervalIntegrable_of_Icc h.lt.le),
      intervalIntegral.integral_sub (c1.intervalIntegrable_of_Icc h.lt.le)
        (c2.intervalIntegrable_of_Icc h.lt.le), intervalIntegral.integral_const_mul,
      intervalIntegral.integral_const_mul, intervalIntegral.integral_const_mul] at key
    rw [secondOrderEnergy_eq h hV hf, hylleraas, coupling_by_parts h hV hg hg' hd]
    linarith
  · have e : (∫ x in a..b, ρ x * (2 * cumulative a b ρ V x / ρ x) ^ 2)
        = 4 * ∫ x in a..b, cumulative a b ρ V x ^ 2 / ρ x := by
      rw [← intervalIntegral.integral_const_mul]
      refine intervalIntegral.integral_congr fun x hx => ?_
      rw [uIcc_of_le h.lt.le] at hx
      have hne := (h.pos x hx).ne'
      show ρ x * (2 * cumulative a b ρ V x / ρ x) ^ 2 = 4 * (cumulative a b ρ V x ^ 2 / ρ x)
      field_simp
      ring
    rw [hylleraas, e, secondOrderEnergy_eq h hV hf]
    ring
```

Q: The formula makes $E_2\le 0$ obvious. When is it strictly negative?

A: Whenever $V\ne E_1$ at some interior point. If $C$ vanished throughout the interior, its derivative would vanish too, but at that point $C'=(V-E_1)\rho\neq0$. So $C$ is non-zero somewhere, and the continuous, non-negative function $C^2/\rho$ has a positive integral. The Lean proof follows this argument, using uniqueness of the derivative for the contradiction.

```lean
/-- If `V` differs from its mean `E₁` at some interior point, the second-order energy is
strictly negative. -/
theorem secondOrderEnergy_neg (h : NormalizedDensity a b ρ) (hV : ContinuousOn V (Icc a b))
    (hf : IsSolution a b ρ V f) {x : ℝ} (hx : x ∈ Ioo a b)
    (hne : V x ≠ firstOrderEnergy a b ρ V) : secondOrderEnergy a b ρ V f < 0 := by
  -- `C` cannot vanish identically, since its derivative at `x` is not zero
  have hc : ∃ c ∈ Ioo a b, cumulative a b ρ V c ≠ 0 := by
    by_contra hn
    have hz : ∀ c ∈ Ioo a b, cumulative a b ρ V c = 0 :=
      fun c hc => by_contra fun h' => hn ⟨c, hc, h'⟩
    have h0 : HasDerivAt (cumulative a b ρ V) 0 x :=
      (hasDerivAt_const x (0 : ℝ)).congr_of_eventuallyEq
        (Filter.eventually_of_mem (Ioo_mem_nhds hx.1 hx.2) hz)
    exact mul_ne_zero (sub_ne_zero.mpr hne) (h.pos x (Ioo_subset_Icc_self hx)).ne'
      ((hasDerivAt_cumulative h hV hx).unique h0)
  obtain ⟨c, hc, hc0⟩ := hc
  have hpos : 0 < ∫ x in a..b, cumulative a b ρ V x ^ 2 / ρ x :=
    intervalIntegral.integral_pos h.lt
      (((continuousOn_cumulative h hV).pow 2).div h.cont (fun x hx => (h.pos x hx).ne'))
      (fun x hx => div_nonneg (sq_nonneg _) (h.pos x (Ioc_subset_Icc_self hx)).le)
      ⟨c, Ioo_subset_Icc_self hc,
        div_pos (pow_pos (abs_pos.mpr hc0) 2 |>.trans_eq (sq_abs _))
          (h.pos c (Ioo_subset_Icc_self hc))⟩
  rw [secondOrderEnergy_eq h hV hf]
  linarith
```

Q: Finally, give me a case that I can check myself.

A: Take $\rho=1$ on $[0,1]$ and $V=x$. Then $E_1=\tfrac12$ and $C=(x^2-x)/2$, so $f'=x^2-x$ and $f=x^3/3-x^2/2$ is a solution. The quadrature formula gives
$$E_2=-\tfrac12\int_0^1(x^2-x)^2\,dx=-\tfrac1{60}.$$
Lean verifies the assumptions on $\rho$ and $f$, then evaluates the matrix element directly from an explicit antiderivative, without using the quadrature theorem. The two routes agree.

```lean
/-- Uniform density on `[0, 1]` in the linear potential `V = x`: the factor
`f = x³/3 - x²/2` is a solution and the second-order energy is `-1/60`. -/
theorem uniform_linear_witness :
    NormalizedDensity 0 1 (fun _ => 1) ∧
      IsSolution 0 1 (fun _ => 1) (fun x => x) (fun x => x ^ 3 / 3 - x ^ 2 / 2) ∧
      secondOrderEnergy 0 1 (fun _ => 1) (fun x => x) (fun x => x ^ 3 / 3 - x ^ 2 / 2)
        = -1 / 60 := by
  have hE : firstOrderEnergy 0 1 (fun _ => 1) (fun x => x) = 1 / 2 := by
    simp [firstOrderEnergy, integral_id]
  have hC : ∀ x, cumulative 0 1 (fun _ => 1) (fun x => x) x = (x ^ 2 - x) / 2 := by
    intro x
    unfold cumulative
    rw [hE, intervalIntegral.integral_eq_sub_of_hasDerivAt (f := fun t : ℝ => (t ^ 2 - t) / 2)
      (fun t _ => (((hasDerivAt_pow 2 t).fun_sub (hasDerivAt_id' t)).div_const 2).congr_deriv
        (by norm_num; ring)) (Continuous.intervalIntegrable (by fun_prop) _ _)]
    norm_num
  refine ⟨⟨by norm_num, continuousOn_const, fun _ _ => one_pos, by simp⟩,
    ⟨by fun_prop, fun x _ => ?_⟩, ?_⟩
  · rw [hC]
    exact (((hasDerivAt_pow 3 x).div_const 3).fun_sub
      ((hasDerivAt_pow 2 x).div_const 2)).congr_deriv (by norm_num; ring)
  · unfold secondOrderEnergy
    rw [hE, intervalIntegral.integral_eq_sub_of_hasDerivAt
      (f := fun t : ℝ => t ^ 5 / 15 - t ^ 4 / 6 + t ^ 3 / 12)
      (fun t _ => ((((hasDerivAt_pow 5 t).div_const 15).fun_sub
        ((hasDerivAt_pow 4 t).div_const 6)).fun_add
        ((hasDerivAt_pow 3 t).div_const 12)).congr_deriv (by norm_num; ring))
      (Continuous.intervalIntegrable (by fun_prop) _ _)]
    norm_num

end

end DalgarnoLewis
```

```lean
#print axioms DalgarnoLewis.first_order_equation
-- 'DalgarnoLewis.first_order_equation' depends on axioms: [propext, Classical.choice, Quot.sound]
#print axioms DalgarnoLewis.hylleraas_principle
-- 'DalgarnoLewis.hylleraas_principle' depends on axioms: [propext, Classical.choice, Quot.sound]
#print axioms DalgarnoLewis.secondOrderEnergy_neg
-- 'DalgarnoLewis.secondOrderEnergy_neg' depends on axioms: [propext, Classical.choice, Quot.sound]
```
